# On a midpoint mesh for $\int_0^1 dq/q$, refinement by a factor $k$ shifts the sum by an amount tending to $\ln k$

## Is my ring energy converging if every mesh gives a finite number?

I represent the second-order ring energy of a metal by its small-momentum part, the integral of $1/q$ over scaled momentum transfers $q$ between 0 and 1, and I evaluate it by the midpoint rule with $M$ equal cells. The midpoints never touch $q=0$, so nothing blows up. For $M=1,2,4,8$ I get 2.000, 2.667, 3.352 and 4.044.

I know that the integral is supposed to diverge, but these numbers look harmless, and they grow slowly. The change per doubling stays near 0.69, though, and doesn't shrink. Is my mesh still too coarse, or will this never settle? And if it never settles, what are the finite numbers measuring?

## It never settles, because the mesh spacing acts as an infrared cutoff

The first thing to fix is what "the ring energy on a mesh" means. I take it to be the ordinary midpoint rule, defined for any integrand and then applied to $1/q$, with the physical prefactor left out:

$$S(M)=\frac1M\sum_{j=0}^{M-1}\frac{1}{(j+\tfrac12)/M},\qquad M\ge 1.$$

The integrand $1/q$ is put in by hand, and it stands for the long-range Coulomb interaction acting on a Fermi surface. In the three-dimensional uniform electron gas at small $q$, two Coulomb factors give $q^{-4}$ and the volume element gives $q^2$. Each of the two electron–hole pairs has phase space proportional to $q$, and the energy denominator is also proportional to $q$. Together these leave $1/q$. The omitted prefactor is negative, so a rising $S(M)$ means a falling energy.

### The sum in terms of harmonic numbers

The mesh spacing cancels from every term:

$$S(M)=\sum_{j=0}^{M-1}\frac{1}{j+\frac12}=2\sum_{j=0}^{M-1}\frac{1}{2j+1}.$$

Let $H_n=\sum_{i=1}^n 1/i$ be the harmonic numbers, with $H_0=0$. Splitting $H_{2M}$ into odd and even denominators gives

$$H_{2M}=\sum_{j=0}^{M-1}\frac1{2j+1}+\frac12H_M,
\qquad\text{so}\qquad S(M)=2H_{2M}-H_M.$$

The Euler–Mascheroni constant $\gamma$ is the limit of $H_n-\ln n$. Since $\ln(2M)=\ln2+\ln M$,

$$S(M)-\ln M=2\bigl[H_{2M}-\ln(2M)\bigr]-\bigl[H_M-\ln M\bigr]+2\ln2
\;\longrightarrow\;\gamma+2\ln2 .$$

So $S(M)$ grows like $\ln M$, without bound. Now refine the mesh by a fixed integer factor $k\ge1$:

$$S(kM)-S(M)=\bigl[S(kM)-\ln(kM)\bigr]-\bigl[S(M)-\ln M\bigr]+\ln k .$$

Both brackets tend to the same constant, so the shift tends to $\ln k$. For $k=2$ this is $\ln2\approx0.693$, the number you see.

There is also a bound that holds at every mesh and not only in the limit. Doubling adds $M$ terms to the simplified sum:

$$S(2M)-S(M)=\sum_{j=0}^{M-1}\frac{1}{M+j+\frac12}\;\ge\;M\cdot\frac1{2M}=\frac12,$$

because $j+1\le M$ makes each denominator smaller than $2M$.

As for what the finite numbers measure, compare them with the integral cut off at the mesh spacing, $\int_{1/M}^1dq/q=\ln M$. The difference $S(M)-\ln M$ tends to $\gamma+2\ln2\approx1.964$. So for large $M$, and up to that constant, your mesh value is minus the logarithm of the infrared cutoff $1/M$, which you chose when you chose $M$.

For a convergence test this means that no tolerance below $1/2$, in units of the prefactor's magnitude, is ever met by doubling. Adding a single cell is a misleading test, since $S(M+1)-S(M)=1/(M+\frac12)$ does go to zero.

### The Lean file

```lean
import Mathlib

open Filter Topology

namespace RingEnergyMesh

noncomputable section

/-- The midpoint rule with `M ≥ 1` equal cells for the integral of `f` over `(0,1)`. -/
def midpointSum (f : ℝ → ℝ) (M : ℕ) : ℝ :=
  1 / (M : ℝ) * ∑ j ∈ Finset.range M, f (((j : ℝ) + 1 / 2) / M)

/-- The small-momentum model of the second-order ring energy, without its negative prefactor, on a
midpoint mesh of `M ≥ 1` momentum transfers: the midpoint rule applied to `1/q` on `(0,1)`. -/
def ringMesh (M : ℕ) : ℝ := midpointSum (fun q => 1 / q) M

/-- The ring integrand `1/q` is not integrable over the momentum transfers between 0 and 1. -/
theorem ring_not_integrable :
    ¬ IntervalIntegrable (fun q : ℝ => 1 / q) MeasureTheory.volume 0 1 := by
  intro h
  simp only [one_div] at h
  rcases intervalIntegrable_inv_iff.mp h with h | h
  · norm_num at h
  · exact h Set.left_mem_uIcc

/-- The mesh spacing cancels from the midpoint sum for `1/q`, which becomes a finite sum of the
reciprocals of `j + 1/2`. -/
theorem ringMesh_eq_sum (M : ℕ) :
    ringMesh M = ∑ j ∈ Finset.range M, 1 / ((j : ℝ) + 1 / 2) := by
  rcases Nat.eq_zero_or_pos M with rfl | h
  · simp [ringMesh, midpointSum]
  · have hM : (M : ℝ) ≠ 0 := Nat.cast_ne_zero.mpr h.ne'
    unfold ringMesh midpointSum
    rw [Finset.mul_sum]
    apply Finset.sum_congr rfl
    intro j _
    show 1 / (M : ℝ) * (1 / (((j : ℝ) + 1 / 2) / M)) = 1 / ((j : ℝ) + 1 / 2)
    rw [one_div_div, one_div_mul_eq_div, div_right_comm, div_self hM]

/-- The midpoint sum for `1/q` is twice the harmonic number of `2M` minus that of `M`. -/
theorem ringMesh_eq_harmonic (M : ℕ) :
    ringMesh M = 2 * (harmonic (2 * M) : ℝ) - (harmonic M : ℝ) := by
  rw [ringMesh_eq_sum]
  induction M with
  | zero => simp
  | succ n ih =>
    -- one more mesh point adds one odd and one even denominator
    have h1 : 1 / ((n : ℝ) + 1 / 2) = 2 * (2 * (n : ℝ) + 1)⁻¹ := by
      rw [show 2 * (n : ℝ) + 1 = 2 * ((n : ℝ) + 1 / 2) by ring, mul_inv]
      ring
    have h2 : (2 * (n : ℝ) + 1 + 1)⁻¹ = ((n : ℝ) + 1)⁻¹ / 2 := by
      rw [show 2 * (n : ℝ) + 1 + 1 = 2 * ((n : ℝ) + 1) by ring, mul_inv]
      ring
    rw [Finset.sum_range_succ, ih, show 2 * (n + 1) = 2 * n + 1 + 1 by ring,
      harmonic_succ, harmonic_succ, harmonic_succ]
    push_cast
    linear_combination h1 - 2 * h2

/-- After subtraction of `ln M`, the midpoint sum for `1/q` converges to `γ + 2 ln 2`, with `γ` the
Euler-Mascheroni constant. -/
theorem ringMesh_sub_log :
    Tendsto (fun M : ℕ => ringMesh M - Real.log M) atTop
      (𝓝 (Real.eulerMascheroniConstant + 2 * Real.log 2)) := by
  have h := Real.tendsto_harmonic_sub_log
  have hd : Tendsto (fun M : ℕ => 2 * M) atTop atTop :=
    tendsto_atTop_mono (fun M => Nat.le_mul_of_pos_left M two_pos) tendsto_id
  have h2 : Tendsto (fun M : ℕ => (harmonic (2 * M) : ℝ) - Real.log ((2 * M : ℕ) : ℝ))
      atTop (𝓝 Real.eulerMascheroniConstant) := h.comp hd
  have h3 := ((h2.const_mul 2).sub h).add_const (2 * Real.log 2)
  have e : Real.eulerMascheroniConstant + 2 * Real.log 2 =
      2 * Real.eulerMascheroniConstant - Real.eulerMascheroniConstant + 2 * Real.log 2 := by
    ring
  rw [e]
  refine h3.congr' ?_
  filter_upwards [eventually_gt_atTop 0] with M hM
  have hl : Real.log ((2 * M : ℕ) : ℝ) = Real.log 2 + Real.log M := by
    push_cast
    exact Real.log_mul two_ne_zero (Nat.cast_ne_zero.mpr hM.ne')
  rw [ringMesh_eq_harmonic, hl]
  ring

/-- The midpoint sum for `1/q` tends to infinity with the number of cells. -/
theorem ringMesh_diverges : Tendsto ringMesh atTop atTop := by
  have hlog : Tendsto (fun M : ℕ => Real.log (M : ℝ)) atTop atTop :=
    Real.tendsto_log_atTop.comp tendsto_natCast_atTop_atTop
  exact (ringMesh_sub_log.add_atTop hlog).congr (fun M => sub_add_cancel _ _)

/-- The midpoint sum for `1/q` and the integral of `1/q` cut off below at the mesh spacing `1/M`
differ by an amount that converges to `γ + 2 ln 2`. -/
theorem ringMesh_sub_cutoff_integral :
    Tendsto (fun M : ℕ => ringMesh M - ∫ q in (1 / (M : ℝ))..1, 1 / q) atTop
      (𝓝 (Real.eulerMascheroniConstant + 2 * Real.log 2)) := by
  refine ringMesh_sub_log.congr' ?_
  filter_upwards [eventually_gt_atTop 0] with M hM
  have hM' : (0 : ℝ) < M := Nat.cast_pos.mpr hM
  rw [integral_one_div_of_pos (one_div_pos.mpr hM') one_pos, one_div_one_div]

/-- Refining the mesh by a fixed integer factor `k ≥ 1` shifts the midpoint sum for `1/q` by an
amount that converges to `ln k`. -/
theorem ringMesh_refinement (k : ℕ) (hk : 0 < k) :
    Tendsto (fun M : ℕ => ringMesh (k * M) - ringMesh M) atTop (𝓝 (Real.log k)) := by
  have hd : Tendsto (fun M : ℕ => k * M) atTop atTop :=
    tendsto_atTop_mono (fun M => Nat.le_mul_of_pos_left M hk) tendsto_id
  have h1 : Tendsto (fun M : ℕ => ringMesh (k * M) - Real.log ((k * M : ℕ) : ℝ))
      atTop (𝓝 (Real.eulerMascheroniConstant + 2 * Real.log 2)) := ringMesh_sub_log.comp hd
  -- the common constant cancels between the two meshes
  have h2 := (h1.sub ringMesh_sub_log).add_const (Real.log k)
  rw [sub_self, zero_add] at h2
  refine h2.congr' ?_
  filter_upwards [eventually_gt_atTop 0] with M hM
  have hl : Real.log ((k * M : ℕ) : ℝ) = Real.log k + Real.log M := by
    rw [Nat.cast_mul]
    exact Real.log_mul (Nat.cast_ne_zero.mpr hk.ne') (Nat.cast_ne_zero.mpr hM.ne')
  rw [hl]
  ring

/-- Doubling a mesh of `M` cells shifts the midpoint sum for `1/q` by an amount that converges to
`ln 2` as `M` grows. -/
theorem ringMesh_doubling :
    Tendsto (fun M : ℕ => ringMesh (2 * M) - ringMesh M) atTop (𝓝 (Real.log 2)) := by
  exact_mod_cast ringMesh_refinement 2 two_pos

/-- Doubling any mesh of at least one point raises the midpoint sum for `1/q` by at least `1/2`. -/
theorem half_le_doubling_shift (M : ℕ) (hM : 0 < M) :
    1 / 2 ≤ ringMesh (2 * M) - ringMesh M := by
  have hM' : (0 : ℝ) < M := Nat.cast_pos.mpr hM
  rw [two_mul, ringMesh_eq_sum, ringMesh_eq_sum, Finset.sum_range_add, add_sub_cancel_left]
  -- each of the `M` additional terms is at least `1/(2M)`
  calc (1 / 2 : ℝ) = ∑ _j ∈ Finset.range M, 1 / (2 * (M : ℝ)) := by
        rw [Finset.sum_const, Finset.card_range, nsmul_eq_mul]
        field_simp
    _ ≤ _ := by
        apply Finset.sum_le_sum
        intro j hj
        have hj1 : j + 1 ≤ M := Finset.mem_range.mp hj
        have hj2 : (j : ℝ) + 1 ≤ M := by exact_mod_cast hj1
        push_cast
        exact one_div_le_one_div_of_le (by positivity) (by linarith)

end

end RingEnergyMesh
```

```lean
#print axioms RingEnergyMesh.ringMesh_sub_cutoff_integral
#print axioms RingEnergyMesh.ringMesh_refinement
#print axioms RingEnergyMesh.ringMesh_doubling
#print axioms RingEnergyMesh.half_le_doubling_shift
```

```
'RingEnergyMesh.ringMesh_sub_cutoff_integral' depends on axioms: [propext, Classical.choice, Quot.sound]
'RingEnergyMesh.ringMesh_refinement' depends on axioms: [propext, Classical.choice, Quot.sound]
'RingEnergyMesh.ringMesh_doubling' depends on axioms: [propext, Classical.choice, Quot.sound]
'RingEnergyMesh.half_le_doubling_shift' depends on axioms: [propext, Classical.choice, Quot.sound]
```

### What the theorems say about the mesh energy

`midpointSum f M` is the midpoint rule for a real function `f` on $(0,1)$, and `ringMesh M` is that rule for $1/q$. The number of cells `M` is a natural number, and `ringMesh M` is a dimensionless real number, the model energy without its negative prefactor. `Finset.range M` runs over $j=0,\dots,M-1$, as in the formulas above.

The central theorem is `ringMesh_refinement`. For a natural number `k` with `0 < k`, the difference `ringMesh (k * M) - ringMesh M` tends to `Real.log k` as `M` goes to infinity. Here `atTop` says that `M` grows without bound, and `𝓝` denotes the neighbourhoods of the limit. `ringMesh_doubling` is the case $k=2$, and `half_le_doubling_shift` is the lower bound of $1/2$ for every `M` with `0 < M`.

Three further theorems describe the divergence:

- `ring_not_integrable` says that $1/q$ is not Lebesgue integrable between 0 and 1, so the mesh has no finite integral to approximate.
- `ringMesh_diverges` says that the mesh sum tends to infinity, so with the negative prefactor the energy tends to $-\infty$.
- `ringMesh_sub_cutoff_integral` compares the mesh sum with the integral from $1/M$ to 1, and gives the limit $\gamma+2\ln2$ for the difference.

The model is an integral over the magnitude $q$ of the momentum transfer alone, and it keeps only the term $1/q$. The sums over occupied and empty states are taken as already done, and the corrections to $1/q$ at larger $q$ are left out. The theorems concern uniform midpoint meshes, so they say nothing about other quadratures or about three-dimensional grids of momentum transfers. The derivation of $1/q$ from the electron gas is the physical input described earlier; the file starts after it.

In Görling–Levy theory the second-order energy gives the high-density limit of the correlation energy for finite systems with a non-degenerate Kohn–Sham ground state. For a metal, within this small-$q$ model, a finite value from a uniform mesh must not be read as such a limit.

### Why the refinement factor must be positive

The condition `0 < k` excludes just one natural number, $k=0$, and the statement is false there. The "refined" mesh then has no cells, its sum is zero, and the difference is $-S(M)$. This tends to $-\infty$, so it has no finite limit at all. The lower bound needs `0 < M` for a similar reason: at $M=0$ both meshes are empty, and the claim would read $1/2\le0$.

### How Lean reaches the logarithm

`ringMesh_eq_sum` performs the cancellation of the mesh spacing. It treats the empty mesh separately, then moves the factor $1/M$ inside the sum with `Finset.mul_sum` and simplifies each term.

`ringMesh_eq_harmonic` proves $S(M)=2H_{2M}-H_M$ by induction instead of by sorting the denominators all at once. Going from $n$ to $n+1$ cells adds $1/(n+\frac12)$ on the left. On the right it adds

$$2\left(\frac1{2n+1}+\frac1{2n+2}\right)-\frac1{n+1}=\frac{2}{2n+1},$$

which is the same number. The auxiliary equations `h1` and `h2` rewrite the odd and the even denominator, and `linear_combination` puts them together.

`ringMesh_sub_log` takes the limit of $H_n-\ln n$ from Mathlib's `Real.tendsto_harmonic_sub_log`. It uses this limit once at $M$ and once at $2M$, and combines the two with the same coefficients as in the derivation. The lemma for the logarithm of a product needs nonzero factors, so the rewriting is done only for $M>0$. The step `refine h3.congr' ?_` permits this, because a limit depends only on what happens from some $M$ onwards.

The divergence theorem adds $\ln M$ back to a convergent sequence. The cutoff theorem evaluates the integral with `integral_one_div_of_pos` and then uses the limit already found. Non-integrability comes from `intervalIntegrable_inv_iff`, by which $1/q$ is integrable between two endpoints only if they coincide or the closed interval between them avoids zero. Here the endpoints differ, and zero is one of them.

For the lower bound, `Finset.sum_range_add` splits the $2M$ terms into the first $M$, which cancel against `ringMesh M`, and the $M$ new ones. The `calc` block writes $1/2$ as $M$ copies of $1/(2M)$ and compares term by term.

### A closer look at composing limits

The refinement theorem needs the limit of $S(M)-\ln M$ on the finer mesh, with $kM$ in place of $M$. In Lean this substitution is a composition of limits, `ringMesh_sub_log.comp hd`. The first ingredient says that a function of the mesh size tends to $\gamma+2\ln2$ when its argument goes to infinity. The second, `hd`, says that $kM$ goes to infinity with $M$, and it is here that `hk` first enters, through $M\le kM$.

The type written out for `h1` shows the result of the composition in readable form. It contains `Real.log ((k * M : ℕ) : ℝ)`, where the product is formed as a natural number and only then converted to a real one. The equation `hl` splits this logarithm into $\ln k+\ln M$. By then `h2` has subtracted the limit on the original mesh, so that $\gamma+2\ln2$ has cancelled, and has added $\ln k$. After the split, `ring` removes the remaining logarithms and leaves the difference of the two mesh sums, with limit $\ln k$.
